# Static domain fields closed under cyclic permutation give the powder form of the muon polarization

The spin of a muon that stops in a magnetically ordered crystal precesses about the local field, which depends on the domain and on the stopping site; here each domain is given a single field. In a powder the field directions are isotropic, and a third of the initial polarization does not precess. A single crystal with a few domains can show the same signal: it is enough that the domain fields, referred to axes with $z$ along the initial spin, form a finite set closed under cyclic permutation of their components, and that equal numbers of muons stop in each of these fields.

```lean
import Mathlib

open Matrix

namespace MuonDomains

noncomputable section
```

## Fields and the equation of motion

Fields and spins are real 3-vectors, with Lean's indices 0, 1, 2 standing for $x, y, z$. The field magnitude is $|B|=\sqrt{B_x^2+B_y^2+B_z^2}$. It is defined explicitly because Mathlib's norm on `Fin 3 → ℝ` is the largest component in absolute value.

```lean
/-- The Euclidean magnitude of a magnetic field. -/
def mag (B : Fin 3 → ℝ) : ℝ := Real.sqrt (B 0 ^ 2 + B 1 ^ 2 + B 2 ^ 2)
```

The cyclic permutation sends $(B_x,B_y,B_z)$ to $(B_y,B_z,B_x)$, a rotation by 120° about the $[111]$ axis.

```lean
/-- Cyclic permutation of the Cartesian components of a field. -/
def cyc (B : Fin 3 → ℝ) : Fin 3 → ℝ := ![B 1, B 2, B 0]
```

The spin $S(t)$ starts as the unit vector along $z$ and obeys
$$\frac{dS}{dt}=\gamma\,S\times B ,$$
where $\gamma$ is the gyromagnetic ratio, any real number here. For an isolated spin ½ in a static field, this is also the exact quantum equation for the spin expectation value, scaled to unit length. Relaxation and coupling to other spins are left out.

```lean
/-- The muon spin `S` starts along z and precesses in the static field `B` with
gyromagnetic ratio `γ`: `dS/dt = γ S × B`. -/
def IsPrecession (γ : ℝ) (B : Fin 3 → ℝ) (S : ℝ → Fin 3 → ℝ) : Prop :=
  S 0 = ![0, 0, 1] ∧ ∀ t, HasDerivAt S (γ • (S t ⨯₃ B)) t
```

## Precession in one domain

Write $B=b\,n$ with $n$ a unit vector, and let $\theta=\gamma b t$. Rotating the initial spin about $n$ gives the trial solution
$$\begin{aligned}
S_x&=n_zn_x(1-\cos\theta)-n_y\sin\theta,\\
S_y&=n_zn_y(1-\cos\theta)+n_x\sin\theta,\\
S_z&=n_z^2+(1-n_z^2)\cos\theta .
\end{aligned}$$

```lean
/-- The trial solution for a spin that starts along z in the field `b n`, written for a
unit vector `n`. -/
def larmor (γ b : ℝ) (n : Fin 3 → ℝ) (t : ℝ) : Fin 3 → ℝ :=
  ![n 2 * n 0 * (1 - Real.cos (γ * b * t)) - n 1 * Real.sin (γ * b * t),
    n 2 * n 1 * (1 - Real.cos (γ * b * t)) + n 0 * Real.sin (γ * b * t),
    n 2 ^ 2 + (1 - n 2 ^ 2) * Real.cos (γ * b * t)]
```

The square of the magnitude, needed later, is the sum of the squared components.

```lean
/-- The squared magnitude of a field is the sum of its squared components. -/
theorem mag_sq (B : Fin 3 → ℝ) : mag B ^ 2 = B 0 ^ 2 + B 1 ^ 2 + B 2 ^ 2 :=
  Real.sq_sqrt (by positivity)
```

In components the equation of motion reads
$$\dot S_x=\gamma(S_yB_z-S_zB_y),\quad \dot S_y=\gamma(S_zB_x-S_xB_z),\quad \dot S_z=\gamma(S_xB_y-S_yB_x).$$
The lemma states that the vector equation and these three are equivalent, since a vector function is differentiated component by component.

```lean
/-- The precession equation written out in Cartesian components. -/
theorem precession_components (γ : ℝ) (B : Fin 3 → ℝ) (S : ℝ → Fin 3 → ℝ) (t : ℝ) :
    HasDerivAt S (γ • (S t ⨯₃ B)) t ↔
      HasDerivAt (fun x => S x 0) (γ * (S t 1 * B 2 - S t 2 * B 1)) t ∧
      HasDerivAt (fun x => S x 1) (γ * (S t 2 * B 0 - S t 0 * B 2)) t ∧
      HasDerivAt (fun x => S x 2) (γ * (S t 0 * B 1 - S t 1 * B 0)) t := by
  rw [hasDerivAt_pi, cross_apply]
  constructor
  · intro h
    exact ⟨h 0, h 1, h 2⟩
  · rintro ⟨h0, h1, h2⟩ i
    fin_cases i
    exacts [h0, h1, h2]
```

Now insert the trial solution. Both sides of the three equations become
$$\begin{aligned}
\dot S_x&=\gamma b\,(n_zn_x\sin\theta-n_y\cos\theta),\\
\dot S_y&=\gamma b\,(n_zn_y\sin\theta+n_x\cos\theta),\\
\dot S_z&=-\gamma b\,(1-n_z^2)\sin\theta .
\end{aligned}$$
The first two are identities, closed by `ring`. In the third, the right-hand side of the equation of motion gives $-\gamma b(n_x^2+n_y^2)\sin\theta$, so $|n|=1$ is used; `linear_combination` supplies it. At $t=0$ the solution is $(0,0,1)$.

```lean
/-- For a unit vector `n`, the spin motion `larmor` solves the precession equation
in the field `b n`. -/
theorem larmor_isPrecession (γ b : ℝ) {n : Fin 3 → ℝ}
    (hn : n 0 ^ 2 + n 1 ^ 2 + n 2 ^ 2 = 1) :
    IsPrecession γ (b • n) (larmor γ b n) := by
  refine ⟨by ext i; fin_cases i <;> simp [larmor], fun t => ?_⟩
  have hl : HasDerivAt (fun x : ℝ => γ * b * x) (γ * b) t := by
    simpa using (hasDerivAt_id t).const_mul (γ * b)
  have hc := hl.cos
  have hs := hl.sin
  refine (precession_components _ _ _ _).2 ⟨?_, ?_, ?_⟩
  · refine (((hc.const_sub 1).const_mul (n 2 * n 0)).fun_sub
      (hs.const_mul (n 1))).congr_deriv ?_
    simp only [larmor, Pi.smul_apply, smul_eq_mul, Matrix.cons_val]
    ring
  · refine (((hc.const_sub 1).const_mul (n 2 * n 1)).fun_add
      (hs.const_mul (n 0))).congr_deriv ?_
    simp only [larmor, Pi.smul_apply, smul_eq_mul, Matrix.cons_val]
    ring
  · refine ((hc.const_mul (1 - n 2 ^ 2)).const_add (n 2 ^ 2)).congr_deriv ?_
    simp only [larmor, Pi.smul_apply, smul_eq_mul, Matrix.cons_val]
    linear_combination γ * b * Real.sin (γ * b * t) * hn
```

No other motion is possible. If $S$ and $T$ both solve the problem, their difference $D=S-T$ obeys $\dot D=\gamma D\times B$, so
$$\frac{d}{dt}|D|^2=2\gamma\,D\cdot(D\times B)=0 .$$
Since $D(0)=0$, the sum of squares $|D|^2$ vanishes at all times, and so does each component. In Lean, `hq` is the zero derivative, `is_const_of_deriv_eq_zero` makes the squared distance constant, and `linarith` extracts the components.

```lean
/-- Two muon spins that start along z and precess in the same field agree at all times. -/
theorem precession_unique {γ : ℝ} {B : Fin 3 → ℝ} {S T : ℝ → Fin 3 → ℝ}
    (hS : IsPrecession γ B S) (hT : IsPrecession γ B T) : S = T := by
  -- the squared distance between the two spins is conserved
  have hq : ∀ t, HasDerivAt (fun x => (S x 0 - T x 0) * (S x 0 - T x 0) +
      (S x 1 - T x 1) * (S x 1 - T x 1) + (S x 2 - T x 2) * (S x 2 - T x 2)) 0 t := by
    intro t
    obtain ⟨a0, a1, a2⟩ := (precession_components _ _ _ _).1 (hS.2 t)
    obtain ⟨b0, b1, b2⟩ := (precession_components _ _ _ _).1 (hT.2 t)
    have d0 := a0.fun_sub b0
    have d1 := a1.fun_sub b1
    have d2 := a2.fun_sub b2
    exact (((d0.fun_mul d0).fun_add (d1.fun_mul d1)).fun_add
      (d2.fun_mul d2)).congr_deriv (by ring)
  funext t
  have h := is_const_of_deriv_eq_zero (fun x => (hq x).differentiableAt)
    (fun x => (hq x).deriv) t 0
  simp only [hS.1, hT.1, sub_self, mul_zero, add_zero] at h
  have p0 := mul_self_nonneg (S t 0 - T t 0)
  have p1 := mul_self_nonneg (S t 1 - T t 1)
  have p2 := mul_self_nonneg (S t 2 - T t 2)
  have e0 : S t 0 = T t 0 := sub_eq_zero.1 (mul_self_eq_zero.1 (by linarith))
  have e1 : S t 1 = T t 1 := sub_eq_zero.1 (mul_self_eq_zero.1 (by linarith))
  have e2 : S t 2 = T t 2 := sub_eq_zero.1 (mul_self_eq_zero.1 (by linarith))
  ext i
  fin_cases i
  exacts [e0, e1, e2]
```

Every solution therefore has the $z$-polarization
$$S_z(t)=n_z^2+(1-n_z^2)\cos(\gamma b t).$$

```lean
/-- In a field `b n` with `n` a unit vector, the z-polarization of a muon that starts
along z is `n_z² + (1 - n_z²) cos (γ b t)`. -/
theorem muon_polarization {γ b : ℝ} {B n : Fin 3 → ℝ} {S : ℝ → Fin 3 → ℝ}
    (hB : B = b • n) (hn : n 0 ^ 2 + n 1 ^ 2 + n 2 ^ 2 = 1)
    (hS : IsPrecession γ B S) (t : ℝ) :
    S t 2 = n 2 ^ 2 + (1 - n 2 ^ 2) * Real.cos (γ * b * t) := by
  subst hB
  exact congrFun (congrFun (precession_unique hS (larmor_isPrecession γ b hn)) t) 2
```

## Averaging over the domains

Let $F$ be the finite set of fields and $g$ any function of the magnitude. The cyclic permutation maps $F$ to itself, is undone by applying it twice more, and preserves $|B|$. Relabelling the sum therefore gives
$$\sum_F B_x^2\,g(|B|)=\sum_F B_y^2\,g(|B|)=\sum_F B_z^2\,g(|B|).$$
The three sums add up to $\sum_F|B|^2g(|B|)$, so each is one third of it. The relabelling is `hsum`; `h0` and `h1` are the two equalities.

```lean
/-- Summed over a finite set of fields closed under cyclic permutation, `B_z²` gives one third of
the sum of `|B|²`, whatever weight `g` depending on the field magnitude is applied to both sums. -/
theorem cyclic_isotropy {F : Finset (Fin 3 → ℝ)} (hF : ∀ B ∈ F, cyc B ∈ F)
    (g : ℝ → ℝ) :
    ∑ B ∈ F, B 2 ^ 2 * g (mag B) = 1 / 3 * ∑ B ∈ F, mag B ^ 2 * g (mag B) := by
  have hc3 : ∀ B, cyc (cyc (cyc B)) = B := by
    intro B
    ext i
    fin_cases i <;> rfl
  have hm : ∀ B, mag (cyc B) = mag B := by
    intro B
    change Real.sqrt (B 1 ^ 2 + B 2 ^ 2 + B 0 ^ 2) = Real.sqrt (B 0 ^ 2 + B 1 ^ 2 + B 2 ^ 2)
    congr 1
    ring
  -- relabelling the domains by a cyclic permutation leaves every sum unchanged
  have hsum : ∀ h : (Fin 3 → ℝ) → ℝ, ∑ B ∈ F, h (cyc B) = ∑ B ∈ F, h B := fun h =>
    Finset.sum_nbij' cyc (fun B => cyc (cyc B)) hF (fun B hB => hF _ (hF B hB))
      (fun B _ => hc3 B) (fun B _ => hc3 B) (fun _ _ => rfl)
  have h0 := hsum (fun B => B 2 ^ 2 * g (mag B))
  have h1 := hsum (fun B => B 1 ^ 2 * g (mag B))
  simp only [hm] at h0 h1
  change ∑ B ∈ F, B 0 ^ 2 * g (mag B) = _ at h0
  change ∑ B ∈ F, B 2 ^ 2 * g (mag B) = _ at h1
  simp only [mag_sq, add_mul, Finset.sum_add_distrib]
  linarith
```

For $B\neq0$, put $n=B/|B|$ and $b=|B|$ in the one-domain result:
$$S_z=\cos(\gamma|B|t)+B_z^2\,\frac{1-\cos(\gamma|B|t)}{|B|^2}.$$
With $g(r)=(1-\cos\gamma rt)/r^2$ and $N$ the number of fields, the isotropy lemma gives
$$\sum_F S_z=\sum_F\cos(\gamma|B|t)+\frac13\Big(N-\sum_F\cos(\gamma|B|t)\Big),$$
and division by $N$ yields
$$\frac1N\sum_F S_z=\frac13+\frac23\cdot\frac1N\sum_F\cos(\gamma|B|t).$$

A zero field is allowed: the spin then stays along $z$. In Lean the quotient in the formula for $S_z$ is still a real number, and its factor $B_z^2=0$ removes the second term, so the formula gives 1.

In the theorem, `S B` is the spin motion in the field `B`, `hF` is the cyclic closure, and `hS` requires the equation of motion for each field in `F`. The proof establishes the formula for $S_z$ as `hpt`, applies the lemma as `hiso`, and evaluates the remaining sum as `hw`.

```lean
/-- For a nonempty finite set of domain fields closed under cyclic permutation, the mean
z-polarization of muons starting along z is `1/3` plus two thirds of the mean of
`cos (γ |B| t)`. -/
theorem domain_average {γ : ℝ} {F : Finset (Fin 3 → ℝ)} (hne : F.Nonempty)
    (hF : ∀ B ∈ F, cyc B ∈ F) {S : (Fin 3 → ℝ) → ℝ → Fin 3 → ℝ}
    (hS : ∀ B ∈ F, IsPrecession γ B (S B)) (t : ℝ) :
    (∑ B ∈ F, S B t 2) / F.card =
      1 / 3 + 2 / 3 * ((∑ B ∈ F, Real.cos (γ * mag B * t)) / F.card) := by
  have hpt : ∀ B ∈ F, S B t 2 = Real.cos (γ * mag B * t) +
      B 2 ^ 2 * ((1 - Real.cos (γ * mag B * t)) / mag B ^ 2) := by
    intro B hB
    have hs := mag_sq B
    by_cases hr : mag B = 0
    · -- without a field the spin stays along z
      rw [hr] at hs
      obtain ⟨z0, z1, z2⟩ : B 0 = 0 ∧ B 1 = 0 ∧ B 2 = 0 := by
        refine ⟨?_, ?_, ?_⟩ <;>
          nlinarith [sq_nonneg (B 0), sq_nonneg (B 1), sq_nonneg (B 2)]
      have hB0 : B = (0 : ℝ) • ![0, 0, 1] := by
        ext i
        fin_cases i <;> simp [z0, z1, z2]
      rw [muon_polarization hB0 (by simp) (hS B hB) t, hr]
      simp
    · have hBn : B = mag B • ((mag B)⁻¹ • B) := by
        rw [smul_smul, mul_inv_cancel₀ hr, one_smul]
      have hn : ((mag B)⁻¹ • B) 0 ^ 2 + ((mag B)⁻¹ • B) 1 ^ 2 +
          ((mag B)⁻¹ • B) 2 ^ 2 = 1 := by
        simp only [Pi.smul_apply, smul_eq_mul, mul_pow]
        rw [← mul_add, ← mul_add, ← hs, ← mul_pow, inv_mul_cancel₀ hr, one_pow]
      rw [muon_polarization hBn hn (hS B hB) t]
      simp only [Pi.smul_apply, smul_eq_mul]
      ring
  have hiso := cyclic_isotropy hF (fun r => (1 - Real.cos (γ * r * t)) / r ^ 2)
  have hw : ∑ B ∈ F, mag B ^ 2 * ((1 - Real.cos (γ * mag B * t)) / mag B ^ 2) =
      F.card - ∑ B ∈ F, Real.cos (γ * mag B * t) := by
    have h : ∀ B ∈ F, mag B ^ 2 * ((1 - Real.cos (γ * mag B * t)) / mag B ^ 2) =
        1 - Real.cos (γ * mag B * t) := by
      intro B _
      by_cases hr : mag B = 0
      · simp [hr]
      · field_simp
    rw [Finset.sum_congr rfl h, Finset.sum_sub_distrib]
    simp
  have hcard : (F.card : ℝ) ≠ 0 := Nat.cast_ne_zero.2 hne.card_pos.ne'
  rw [Finset.sum_congr rfl hpt, Finset.sum_add_distrib, hiso, hw]
  generalize ∑ B ∈ F, Real.cos (γ * mag B * t) = c
  field_simp
  ring
```

The smallest case is a single field $B=(a,a,a)$, which the permutation leaves fixed. Here one domain suffices, and the signal is $\frac13+\frac23\cos(\sqrt3\,\gamma|a|t)$.

## Three domains and the powder

In a powder with one field strength $b$, $n_z$ is uniform on $[-1,1]$, so
$$\langle n_z^2\rangle=\frac12\int_{-1}^{1}u^2\,du=\frac13,\qquad \langle S_z\rangle=\frac13+\frac23\cos(\gamma bt).$$
This integral is ordinary calculus added for comparison; the Lean theorems concern finitely many fields.

The equal-weight mean over three domains with fields $b$ along $x$, $y$ and $z$ is the same function. The first two contribute $\cos(\gamma bt)$ each and the third contributes 1. In the code `X`, `Y` and `Z` are the spin motions in these domains, not coordinates. The proof applies the one-domain result three times, and $b$ may be zero or negative.

```lean
/-- Three domains with fields `b` along x, y and z give the mean z-polarization
`1/3 + (2/3) cos (γ b t)` for muons starting along z. -/
theorem three_domains {γ b : ℝ} {X Y Z : ℝ → Fin 3 → ℝ}
    (hX : IsPrecession γ (b • ![1, 0, 0]) X) (hY : IsPrecession γ (b • ![0, 1, 0]) Y)
    (hZ : IsPrecession γ (b • ![0, 0, 1]) Z) (t : ℝ) :
    (X t 2 + Y t 2 + Z t 2) / 3 = 1 / 3 + 2 / 3 * Real.cos (γ * b * t) := by
  have h1 : X t 2 = Real.cos (γ * b * t) := by
    simpa using muon_polarization (b := b) (n := ![1, 0, 0]) rfl (by simp) hX t
  have h2 : Y t 2 = Real.cos (γ * b * t) := by
    simpa using muon_polarization (b := b) (n := ![0, 1, 0]) rfl (by simp) hY t
  have h3 : Z t 2 = 1 := by
    simpa using muon_polarization (b := b) (n := ![0, 0, 1]) rfl (by simp) hZ t
  rw [h1, h2, h3]
  ring

end

end MuonDomains
```

The mean in the theorem gives every listed field the same weight, so it describes the polarization of the whole sample when equal numbers of muons stop in each field. The same relabelling would handle unequal populations, provided that cyclically related fields have equal weights: both means then become weighted means. For simulations with static, independent muon spins, the result means that such a set of fields enters the $z$-signal only through its magnitudes, so this signal alone cannot distinguish the domains from a powder with the same distribution of field strengths.

```lean
#print axioms MuonDomains.domain_average
#print axioms MuonDomains.three_domains
```

```
'MuonDomains.domain_average' depends on axioms: [propext, Classical.choice, Quot.sound]
'MuonDomains.three_domains' depends on axioms: [propext, Classical.choice, Quot.sound]
```
